# Convexity and barrier bounds for the free energy of a two-Gaussian density projected on a tilted axis

Let the equilibrium density in a plane be the sum of two equal round Gaussians of standard deviation 1, centred at (2, 0) and (−2, 0), and let s be the position along the axis of projection. Projected on the y axis, both centres land on the origin, and the free energy in units of kT is s²/2 up to a constant, with a single minimum. Projected on the x axis, their centres stay at ±2. The projected weight is then proportional to 2e⁻² ≈ 0.27 at the origin and to 1 + e⁻⁸ ≈ 1.00 at s = 2, so the origin lies about 1.31 kT higher. Tilting the axis between these directions moves the projected centres together or apart.

## The model

```lean
import Mathlib

open Real MeasureTheory

namespace ProjectedDoubleWell

noncomputable section
```

The equilibrium density is postulated to be a sum of two Gaussians, which stands for two equally populated basins of the same round shape. A well of width σ > 0 centred at (a, 0) has the weight

w(x, y) = exp(−((x − a)² + y²)/(2σ²)).

```lean
/-- Unnormalised Boltzmann weight of an isotropic Gaussian well of width `σ ≠ 0`
centred at `(a, 0)`. -/
def well (σ a x y : ℝ) : ℝ := exp (-((x - a) ^ 2 + y ^ 2) / (2 * σ ^ 2))
```

The collective variable is s = x cos θ + y sin θ, and t = −x sin θ + y cos θ runs across its axis. Hence x = s cos θ − t sin θ and y = s sin θ + t cos θ. The marginal P(s) is the integral over t of both wells. Dividing it by 4πσ² gives the normalised density.

```lean
/-- Marginal weight of the collective variable `s = x cos θ + y sin θ` for two equal wells
at `(a, 0)` and `(-a, 0)`, with `σ ≠ 0`: the integral along the line perpendicular to the axis. -/
def marginal (σ a θ s : ℝ) : ℝ :=
  ∫ t : ℝ, (well σ a (s * cos θ - t * sin θ) (s * sin θ + t * cos θ)
    + well σ (-a) (s * cos θ - t * sin θ) (s * sin θ + t * cos θ))
```

The free energy in units of kT is F(s) = −ln(P(s)/P(0)), in which the normalisation cancels.

```lean
/-- Free energy along the collective variable in units of `kT`, relative to `s = 0`,
for `σ ≠ 0`. -/
def freeEnergy (σ a θ s : ℝ) : ℝ := -log (marginal σ a θ s / marginal σ a θ 0)
```

The barrier is B = F(0) − inf F, a free-energy difference along s and not a rate.

```lean
/-- Height of the free energy at `s = 0` above its infimum, for `σ ≠ 0`. -/
def barrier (σ a θ : ℝ) : ℝ := freeEnergy σ a θ 0 - ⨅ s, freeEnergy σ a θ s
```

The last definition names a closed expression with a free parameter m. Part (c) connects it to F.

```lean
/-- The closed profile `s² / (2σ²) - ln cosh (m s / σ²)`, for `σ ≠ 0`. -/
def profile (σ m s : ℝ) : ℝ := s ^ 2 / (2 * σ ^ 2) - log (cosh (m * s / σ ^ 2))
```

## (a) One well in rotated coordinates

Show that the well at (a, 0) becomes

w = exp(−(s − a cos θ)²/(2σ²)) · exp(−(t + a sin θ)²/(2σ²)).

**Solution.** Since a rotation preserves lengths,

(x − a)² + y² = s² + t² − 2a(s cos θ − t sin θ) + a².

Writing a² = a² cos² θ + a² sin² θ completes both squares, giving (s − a cos θ)² + (t + a sin θ)². In the code, `linear_combination` supplies the same use of sin² θ + cos² θ = 1.

```lean
/-- In coordinates along and across the tilted axis, a well factors into two Gaussians,
centred at `a cos θ` and `-a sin θ`. -/
theorem well_rotated (σ a θ s t : ℝ) :
    well σ a (s * cos θ - t * sin θ) (s * sin θ + t * cos θ) =
      exp (-(s - a * cos θ) ^ 2 / (2 * σ ^ 2)) *
        exp (-(1 / (2 * σ ^ 2)) * (t + a * sin θ) ^ 2) := by
  have h : (s * cos θ - t * sin θ - a) ^ 2 + (s * sin θ + t * cos θ) ^ 2 =
      (s - a * cos θ) ^ 2 + (t + a * sin θ) ^ 2 := by
    linear_combination (s ^ 2 + t ^ 2 - a ^ 2) * sin_sq_add_cos_sq θ
  unfold well
  rw [h, ← exp_add]
  congr 1
  ring
```

## (b) The marginal

With m = a cos θ, show that

P(s) = √(2πσ²) · [exp(−(s − m)²/(2σ²)) + exp(−(s + m)²/(2σ²))].

**Solution.** By (a), only the second factor depends on t. Shifting t removes its centre, and ∫ exp(−t²/(2σ²)) dt = √(2πσ²). The other well follows by replacing a with −a. Here `hint` gives the integrability needed to split the sum, and `hval` is the shifted Gaussian integral.

```lean
/-- For `σ > 0` the marginal is a sum of two Gaussians of width `σ` centred at
`a cos θ` and `-a cos θ`. -/
theorem marginal_eq {σ : ℝ} (hσ : 0 < σ) (a θ s : ℝ) :
    marginal σ a θ s = √(2 * π * σ ^ 2) *
      (exp (-(s - a * cos θ) ^ 2 / (2 * σ ^ 2)) +
        exp (-(s + a * cos θ) ^ 2 / (2 * σ ^ 2))) := by
  have hb : 0 < 1 / (2 * σ ^ 2) := by positivity
  have hint : ∀ c : ℝ, Integrable (fun t : ℝ => exp (-(1 / (2 * σ ^ 2)) * (t + c) ^ 2)) :=
    fun c => (integrable_exp_neg_mul_sq hb).comp_add_right c
  have hval : ∀ c : ℝ, ∫ t : ℝ, exp (-(1 / (2 * σ ^ 2)) * (t + c) ^ 2) =
      √(π / (1 / (2 * σ ^ 2))) := fun c =>
    (integral_add_right_eq_self (μ := volume)
      (fun t : ℝ => exp (-(1 / (2 * σ ^ 2)) * t ^ 2)) c).trans (integral_gaussian _)
  have hw : π / (1 / (2 * σ ^ 2)) = 2 * π * σ ^ 2 := by
    rw [div_div_eq_mul_div]
    ring
  have e : s - -a * cos θ = s + a * cos θ := by ring
  unfold marginal
  simp_rw [well_rotated]
  rw [integral_add ((hint _).const_mul _) ((hint _).const_mul _),
    integral_const_mul, integral_const_mul, hval, hval, hw, e]
  ring
```

## (c) The free energy in closed form

Show that

F(s) = s²/(2σ²) − ln cosh(ms/σ²).

**Solution.** Expanding the squares turns the bracket in (b) into

2 exp(−m²/(2σ²)) · exp(−s²/(2σ²)) · cosh(ms/σ²),

which is `key` in the code. At s = 0 only the first factor remains, so

P(s)/P(0) = exp(−s²/(2σ²)) cosh(ms/σ²).

Minus the logarithm is the claim. The theorem states it as an equality of functions, for all real a and θ.

```lean
/-- For `σ > 0` the free energy along the tilted axis is
`s² / (2σ²) - ln cosh (m s / σ²)` with `m = a cos θ`. -/
theorem freeEnergy_eq {σ : ℝ} (hσ : 0 < σ) (a θ : ℝ) :
    freeEnergy σ a θ = profile σ (a * cos θ) := by
  funext s
  have hK : 0 < √(2 * π * σ ^ 2) := Real.sqrt_pos.2 (by positivity)
  unfold freeEnergy profile
  rw [marginal_eq hσ, marginal_eq hσ]
  generalize a * cos θ = m
  -- the two displaced Gaussians combine into a hyperbolic cosine
  have key : ∀ x : ℝ, exp (-(x - m) ^ 2 / (2 * σ ^ 2)) + exp (-(x + m) ^ 2 / (2 * σ ^ 2)) =
      2 * exp (-m ^ 2 / (2 * σ ^ 2)) *
        (exp (-(x ^ 2 / (2 * σ ^ 2))) * cosh (m * x / σ ^ 2)) := by
    intro x
    have e1 : exp (-(x - m) ^ 2 / (2 * σ ^ 2)) = exp (-m ^ 2 / (2 * σ ^ 2)) *
        exp (-(x ^ 2 / (2 * σ ^ 2))) * exp (m * x / σ ^ 2) := by
      rw [← exp_add, ← exp_add]
      congr 1
      ring
    have e2 : exp (-(x + m) ^ 2 / (2 * σ ^ 2)) = exp (-m ^ 2 / (2 * σ ^ 2)) *
        exp (-(x ^ 2 / (2 * σ ^ 2))) * exp (-(m * x / σ ^ 2)) := by
      rw [← exp_add, ← exp_add]
      congr 1
      ring
    rw [e1, e2, Real.cosh_eq]
    ring
  have h0 : exp (-((0 : ℝ) ^ 2 / (2 * σ ^ 2))) * cosh (m * 0 / σ ^ 2) = 1 := by simp
  have hE := exp_pos (-m ^ 2 / (2 * σ ^ 2))
  rw [key s, key 0, h0, mul_one, ← mul_assoc, mul_div_cancel_left₀ _ (by positivity),
    Real.log_mul (exp_pos _).ne' (cosh_pos _).ne', Real.log_exp]
  ring
```

## (d) The slope

Show that

F′(s) = s/σ² − (m/σ²) tanh(ms/σ²).

**Solution.** Let u = ms/σ², so that u′ = m/σ². The quadratic term gives s/σ², and the chain rule gives (ln cosh u)′ = (sinh u/cosh u) u′. `HasDerivAt` states that the derivative exists and has this value.

```lean
/-- The slope of the profile is `s / σ² - (m / σ²) tanh (m s / σ²)`, with the hyperbolic
tangent written as a quotient. -/
theorem profile_slope (σ m s : ℝ) :
    HasDerivAt (profile σ m)
      (s / σ ^ 2 - m / σ ^ 2 * (sinh (m * s / σ ^ 2) / cosh (m * s / σ ^ 2))) s := by
  have hu : HasDerivAt (fun x : ℝ => m * x / σ ^ 2) (m / σ ^ 2) s :=
    (((hasDerivAt_id' s).const_mul m).div_const (σ ^ 2)).congr_deriv (by ring)
  have hq : HasDerivAt (fun x : ℝ => x ^ 2 / (2 * σ ^ 2)) (s / σ ^ 2) s :=
    ((hasDerivAt_pow 2 s).div_const (2 * σ ^ 2)).congr_deriv (by push_cast; ring)
  exact (hq.fun_sub (hu.cosh.log (cosh_pos _).ne')).congr_deriv (by ring)
```

## (e) The curvature

Show that

F″(s) = 1/σ² − (m/σ²)²/cosh²(ms/σ²).

**Solution.** By the quotient rule,

(sinh u/cosh u)′ = u′(cosh² u − sinh² u)/cosh² u = u′/cosh² u.

Multiply by m/σ² and subtract from 1/σ². The Lean statement differentiates the slope expression from (d).

```lean
/-- The curvature of the profile, the derivative of its slope, is
`1 / σ² - (m / σ²)² / cosh² (m s / σ²)`. -/
theorem profile_curvature (σ m s : ℝ) :
    HasDerivAt (fun x => x / σ ^ 2 -
        m / σ ^ 2 * (sinh (m * x / σ ^ 2) / cosh (m * x / σ ^ 2)))
      (1 / σ ^ 2 - (m / σ ^ 2) ^ 2 / cosh (m * s / σ ^ 2) ^ 2) s := by
  have hu : HasDerivAt (fun x : ℝ => m * x / σ ^ 2) (m / σ ^ 2) s :=
    (((hasDerivAt_id' s).const_mul m).div_const (σ ^ 2)).congr_deriv (by ring)
  have ht := (hu.sinh.fun_div hu.cosh (cosh_pos _).ne').const_mul (m / σ ^ 2)
  refine (((hasDerivAt_id' s).div_const (σ ^ 2)).fun_sub ht).congr_deriv ?_
  have h : cosh (m * s / σ ^ 2) * (m / σ ^ 2) * cosh (m * s / σ ^ 2) -
      sinh (m * s / σ ^ 2) * (sinh (m * s / σ ^ 2) * (m / σ ^ 2)) = m / σ ^ 2 := by
    linear_combination (m / σ ^ 2) * Real.cosh_sq (m * s / σ ^ 2)
  rw [h]
  ring
```

## (f) The centre as global minimum

Show that

F(0) ≤ F(s) for all s ⇔ |m| ≤ σ.

**Solution.** Note that F(0) = 0. Let |m| ≤ σ. Comparing power series, with (2n)! ≥ 2ⁿ n!, gives cosh u ≤ exp(u²/2). Hence

F(s) ≥ s²/(2σ²) − m²s²/(2σ⁴) = (σ² − m²)s²/(2σ⁴) ≥ 0.

Now let |m| > σ and choose s with s² = σ²(m² − σ²)/m². Set

q = s²/(2σ²) = (m² − σ²)/(2m²),
r = u²/2 = (m² − σ²)/(2σ²).

From cosh u = 1 + 2 sinh²(u/2) follows cosh u ≥ 1 + r. Also 1 − q ≤ e^(−q), with 1 − q > 0, and

(1 − q)(1 + r) = 1 + (m² − σ²)²/(4m²σ²) > 1.

Therefore e^q ≤ 1/(1 − q) < 1 + r ≤ cosh u, so F(s) = q − ln cosh u < 0. In the code, `hc`, `hexp` and `hprod` are these three estimates.

```lean
/-- For `σ > 0` the point `s = 0` is a global minimum of the free energy exactly when
`|a cos θ| ≤ σ`. -/
theorem centre_minimum_iff {σ : ℝ} (hσ : 0 < σ) (a θ : ℝ) :
    (∀ s, freeEnergy σ a θ 0 ≤ freeEnergy σ a θ s) ↔ |a * cos θ| ≤ σ := by
  rw [freeEnergy_eq hσ]
  generalize a * cos θ = m
  have h0 : profile σ m 0 = 0 := by simp [profile]
  rw [h0]
  constructor
  · intro h
    by_contra hm
    have hlt : σ ^ 2 < m ^ 2 := by
      rw [← sq_abs m]
      nlinarith [not_le.1 hm]
    have hm0 : m ≠ 0 := by
      rintro rfl
      nlinarith [sq_nonneg σ]
    have hmp : 0 < m ^ 2 := by positivity
    -- an explicit point that lies below the centre
    obtain ⟨s, hs⟩ : ∃ s : ℝ, s ^ 2 = σ ^ 2 * (m ^ 2 - σ ^ 2) / m ^ 2 :=
      ⟨_, Real.sq_sqrt (div_nonneg (mul_nonneg (sq_nonneg σ) (sub_nonneg.2 hlt.le)) hmp.le)⟩
    have hv : s ^ 2 / (2 * σ ^ 2) = (m ^ 2 - σ ^ 2) / (2 * m ^ 2) := by
      rw [hs]
      field_simp
    have hu : (m * s / σ ^ 2) ^ 2 / 2 = (m ^ 2 - σ ^ 2) / (2 * σ ^ 2) := by
      rw [div_pow, mul_pow, hs]
      field_simp
    have hc : ∀ u : ℝ, 1 + u ^ 2 / 2 ≤ cosh u := by
      intro u
      have h1 := Real.cosh_two_mul (u / 2)
      rw [show 2 * (u / 2) = u by ring] at h1
      have h2 : (u / 2) ^ 2 ≤ sinh (u / 2) ^ 2 := by
        rcases le_total 0 (u / 2) with hp | hn
        · nlinarith [Real.self_le_sinh_iff.2 hp]
        · nlinarith [Real.sinh_le_self_iff.2 hn]
      nlinarith [Real.cosh_sq (u / 2)]
    have hpos : 0 < 1 - (m ^ 2 - σ ^ 2) / (2 * m ^ 2) := by
      have e : 1 - (m ^ 2 - σ ^ 2) / (2 * m ^ 2) = (m ^ 2 + σ ^ 2) / (2 * m ^ 2) := by
        field_simp
        ring
      rw [e]
      positivity
    have hprod : 1 < (1 - (m ^ 2 - σ ^ 2) / (2 * m ^ 2)) *
        (1 + (m ^ 2 - σ ^ 2) / (2 * σ ^ 2)) := by
      have e : (1 - (m ^ 2 - σ ^ 2) / (2 * m ^ 2)) * (1 + (m ^ 2 - σ ^ 2) / (2 * σ ^ 2)) =
          1 + (m ^ 2 - σ ^ 2) ^ 2 / (4 * m ^ 2 * σ ^ 2) := by
        field_simp
        ring
      have hd : 0 < m ^ 2 - σ ^ 2 := sub_pos.2 hlt
      rw [e]
      exact lt_add_of_pos_right _ (by positivity)
    have hexp : (1 - (m ^ 2 - σ ^ 2) / (2 * m ^ 2)) *
        exp ((m ^ 2 - σ ^ 2) / (2 * m ^ 2)) ≤ 1 := by
      have h1 := Real.add_one_le_exp (-((m ^ 2 - σ ^ 2) / (2 * m ^ 2)))
      calc _ ≤ exp (-((m ^ 2 - σ ^ 2) / (2 * m ^ 2))) *
            exp ((m ^ 2 - σ ^ 2) / (2 * m ^ 2)) :=
            mul_le_mul_of_nonneg_right (by linarith) (exp_pos _).le
        _ = 1 := by rw [← exp_add, neg_add_cancel, exp_zero]
    have hlt' := lt_of_mul_lt_mul_left (hexp.trans_lt hprod) hpos.le
    have hcs := hc (m * s / σ ^ 2)
    rw [hu] at hcs
    have hlog := (Real.lt_log_iff_exp_lt (cosh_pos _)).2 (hlt'.trans_le hcs)
    have hs0 := h s
    unfold profile at hs0
    rw [hv] at hs0
    linarith
  · intro hm s
    have hm2 : m ^ 2 ≤ σ ^ 2 := sq_le_sq.2 (hm.trans (le_abs_self σ))
    have h1 := (Real.log_le_iff_le_exp (cosh_pos _)).2
      (Real.cosh_le_exp_half_sq (m * s / σ ^ 2))
    have h2 : s ^ 2 / (2 * σ ^ 2) - (m * s / σ ^ 2) ^ 2 / 2 =
        (σ ^ 2 - m ^ 2) * s ^ 2 / (2 * σ ^ 4) := by
      field_simp
    have h3 : 0 ≤ (σ ^ 2 - m ^ 2) * s ^ 2 / (2 * σ ^ 4) :=
      div_nonneg (mul_nonneg (sub_nonneg.2 hm2) (sq_nonneg s)) (by positivity)
    unfold profile
    linarith
```

## (g) Convexity

Show that

F is convex on the whole line ⇔ |a cos θ| ≤ σ.

**Solution.** If |m| ≤ σ, then cosh ≥ 1 and (e) give F″ ≥ 1/σ² − m²/σ⁴ ≥ 0. The slope is nondecreasing and F is convex. Conversely, F is even, so convexity gives

F(0) ≤ ½F(s) + ½F(−s) = F(s),

and (f) finishes the argument.

For enhanced sampling, this two-Gaussian model with a linear collective variable shows that a convex profile can hide two separate basins.

```lean
/-- For `σ > 0` the free energy along the tilted axis is convex exactly when the projected
half-separation of the wells satisfies `|a cos θ| ≤ σ`. -/
theorem convex_iff {σ : ℝ} (hσ : 0 < σ) (a θ : ℝ) :
    ConvexOn ℝ Set.univ (freeEnergy σ a θ) ↔ |a * cos θ| ≤ σ := by
  constructor
  · intro h
    rw [← centre_minimum_iff hσ]
    intro s
    -- the centre is the midpoint of s and -s, where an even function agrees
    have hn : freeEnergy σ a θ (-s) = freeEnergy σ a θ s := by
      rw [freeEnergy_eq hσ]
      unfold profile
      rw [show a * cos θ * -s / σ ^ 2 = -(a * cos θ * s / σ ^ 2) by ring,
        Real.cosh_neg, neg_sq]
    have hc := h.2 (Set.mem_univ s) (Set.mem_univ (-s))
      (by norm_num : (0 : ℝ) ≤ 1 / 2) (by norm_num : (0 : ℝ) ≤ 1 / 2) (by norm_num)
    rw [hn, smul_eq_mul, smul_eq_mul, smul_eq_mul,
      show 1 / 2 * s + 1 / 2 * -s = 0 by ring] at hc
    linarith
  · rw [freeEnergy_eq hσ]
    generalize a * cos θ = m
    intro hm
    have hm2 : m ^ 2 ≤ σ ^ 2 := sq_le_sq.2 (hm.trans (le_abs_self σ))
    apply Monotone.convexOn_univ_of_deriv (fun s => (profile_slope σ m s).differentiableAt)
    rw [show deriv (profile σ m) = _ from funext fun s => (profile_slope σ m s).deriv]
    apply monotone_of_deriv_nonneg (fun s => (profile_curvature σ m s).differentiableAt)
    intro s
    rw [(profile_curvature σ m s).deriv]
    have h1 : (m / σ ^ 2) ^ 2 / cosh (m * s / σ ^ 2) ^ 2 ≤ (m / σ ^ 2) ^ 2 :=
      div_le_self (sq_nonneg _) (one_le_pow₀ (Real.one_le_cosh _))
    have h2 : (m / σ ^ 2) ^ 2 ≤ 1 / σ ^ 2 := by
      rw [div_pow, div_le_div_iff₀ (by positivity) (by positivity)]
      nlinarith [mul_le_mul_of_nonneg_right hm2 (sq_nonneg σ)]
    linarith
```

## (h) Bounds on the barrier

Show that, for every angle,

m²/(2σ²) − ln 2 ≤ B ≤ m²/(2σ²).

**Solution.** Since (s ∓ m)² ≥ 0, both ±ms/σ² are at most (s² + m²)/(2σ²). Hence cosh(ms/σ²) ≤ exp((s² + m²)/(2σ²)), and F(s) ≥ −m²/(2σ²) for all s. This is `hlow`, and it gives the upper bound on B.

For the lower bound, evaluate at s = m and use cosh v ≥ e^v/2:

inf F ≤ F(m) ≤ m²/(2σ²) − m²/σ² + ln 2 = −m²/(2σ²) + ln 2.

When m² < 2σ² ln 2 the lower bound is negative and carries no information, because B ≥ 0 anyway.

```lean
/-- For `σ > 0` and `m = a cos θ`, the barrier in units of `kT` lies between
`m² / (2σ²) - ln 2` and `m² / (2σ²)`. -/
theorem barrier_bounds {σ : ℝ} (hσ : 0 < σ) (a θ : ℝ) :
    (a * cos θ) ^ 2 / (2 * σ ^ 2) - log 2 ≤ barrier σ a θ ∧
      barrier σ a θ ≤ (a * cos θ) ^ 2 / (2 * σ ^ 2) := by
  unfold barrier
  rw [freeEnergy_eq hσ]
  generalize a * cos θ = m
  have h0 : profile σ m 0 = 0 := by simp [profile]
  -- completing the square bounds the profile from below
  have hlow : ∀ s, -(m ^ 2 / (2 * σ ^ 2)) ≤ profile σ m s := by
    intro s
    have h1 : 0 ≤ (s - m) ^ 2 / (2 * σ ^ 2) := by positivity
    have h2 : 0 ≤ (s + m) ^ 2 / (2 * σ ^ 2) := by positivity
    have e1 : m * s / σ ^ 2 ≤ s ^ 2 / (2 * σ ^ 2) + m ^ 2 / (2 * σ ^ 2) := by
      linear_combination h1
    have e2 : -(m * s / σ ^ 2) ≤ s ^ 2 / (2 * σ ^ 2) + m ^ 2 / (2 * σ ^ 2) := by
      linear_combination h2
    have hc : cosh (m * s / σ ^ 2) ≤ exp (s ^ 2 / (2 * σ ^ 2) + m ^ 2 / (2 * σ ^ 2)) := by
      rw [Real.cosh_eq]
      linarith [Real.exp_le_exp.2 e1, Real.exp_le_exp.2 e2]
    have hl := (Real.log_le_iff_le_exp (cosh_pos _)).2 hc
    unfold profile
    linarith
  have hbdd : BddBelow (Set.range (profile σ m)) :=
    ⟨_, by rintro _ ⟨s, rfl⟩; exact hlow s⟩
  rw [h0]
  constructor
  · -- evaluate at the projected well centre
    have hi := ciInf_le hbdd m
    have hc : m * m / σ ^ 2 - log 2 ≤ log (cosh (m * m / σ ^ 2)) := by
      rw [Real.le_log_iff_exp_le (cosh_pos _), Real.exp_sub,
        Real.exp_log (by norm_num), Real.cosh_eq]
      linarith [exp_pos (-(m * m / σ ^ 2))]
    have e : m * m / σ ^ 2 = 2 * (m ^ 2 / (2 * σ ^ 2)) := by ring
    have hp : profile σ m m = m ^ 2 / (2 * σ ^ 2) - log (cosh (m * m / σ ^ 2)) := rfl
    linarith
  · have hi := le_ciInf hlow
    linarith
```

## (i) Projection on the line joining the wells

Show that at θ = 0

B ≥ a²/(2σ²) − ln 2.

**Solution.** Here cos θ = 1, so m = a in (h). For a = 2 and σ = 1 the bound is 2 − ln 2 ≈ 1.31, in agreement with the opening example.

```lean
/-- For `σ > 0` and projection on the axis joining the wells, the barrier in units of `kT`
is at least `a² / (2σ²) - ln 2`. -/
theorem barrier_aligned {σ : ℝ} (hσ : 0 < σ) (a : ℝ) :
    a ^ 2 / (2 * σ ^ 2) - log 2 ≤ barrier σ a 0 := by
  have h := (barrier_bounds hσ a 0).1
  rwa [Real.cos_zero, mul_one] at h

end

end ProjectedDoubleWell
```

```lean
#print axioms ProjectedDoubleWell.convex_iff
-- 'ProjectedDoubleWell.convex_iff' depends on axioms: [propext, Classical.choice, Quot.sound]
#print axioms ProjectedDoubleWell.barrier_aligned
-- 'ProjectedDoubleWell.barrier_aligned' depends on axioms: [propext, Classical.choice, Quot.sound]
```
